# At $S_z=0$, exchanging α and β multiplies a spin-$S$ state of $2n$ spins one half by $(-1)^{n-S}$

Let $F$ exchange α and β on every site. If $S_zv=0$ and $S^2v=S(S+1)v$, with $S\le n$ a natural number and $\hbar=1$, then $Fv=(-1)^{n-S}v$. The half-projector $(1+F)/2$ therefore keeps $v$ for even $n-S$ and annihilates it for odd $n-S$. This is the spin selection behind half-projected Hartree–Fock, shown here for pure spin functions without orbitals.

## Spin states as amplitudes on sets of sites

The sites form a finite type `ι`. A state gives a complex amplitude $v(A)$ to each set $A$ of sites carrying α; it need not be normalised.

```lean
import Mathlib

open Finset

namespace HalfProjection

noncomputable section

variable {ι : Type*} [Fintype ι] [DecidableEq ι]

/-- Spin states: an amplitude for each set of sites carrying alpha, the other sites carrying beta. -/
abbrev Spins (ι : Type*) := Finset ι → ℂ
```

The ladder operators sum the single-site flips:
$$(S_+v)(A)=\sum_{i\in A}v(A\setminus\{i\}),\qquad (S_-v)(A)=\sum_{i\notin A}v(A\cup\{i\}).$$

```lean
/-- The total raising operator, which turns one beta into alpha. -/
def Splus : Module.End ℂ (Spins ι) where
  toFun v A := ∑ i ∈ A, v (A.erase i)
  map_add' u v := by funext A; simp [sum_add_distrib]
  map_smul' c v := by funext A; simp [mul_sum]

/-- The total lowering operator, which turns one alpha into beta. -/
def Sminus : Module.End ℂ (Spins ι) where
  toFun v A := ∑ i ∈ Aᶜ, v (insert i A)
  map_add' u v := by funext A; simp [sum_add_distrib]
  map_smul' c v := by funext A; simp [mul_sum]
```

$S_z$ is half the difference of the counts, α minus β, $S_x=(S_++S_-)/2$, $S_y=(S_+-S_-)/2i$, and $S^2$ is the sum of the three squares.

```lean
/-- The total z component: (number of alpha spins - number of beta spins) / 2. -/
def Sz : Module.End ℂ (Spins ι) where
  toFun v A := ((A.card : ℂ) - (Aᶜ.card : ℂ)) / 2 * v A
  map_add' u v := by funext A; simp only [Pi.add_apply]; ring
  map_smul' c v := by
    funext A; simp only [Pi.smul_apply, smul_eq_mul, RingHom.id_apply]; ring

/-- The total x component. -/
def Sx : Module.End ℂ (Spins ι) := (1 / 2 : ℂ) • (Splus + Sminus)

/-- The total y component. -/
def Sy : Module.End ℂ (Spins ι) := (-Complex.I / 2) • (Splus - Sminus)

/-- The square of the total spin. -/
def Ssq : Module.End ℂ (Spins ι) := Sx * Sx + Sy * Sy + Sz * Sz
```

The flip is $(Fv)(A)=v(A^c)$, with no extra phase.

```lean
/-- The exchange of alpha and beta on every site. -/
def spinFlip : Module.End ℂ (Spins ι) where
  toFun v A := v Aᶜ
  map_add' _ _ := rfl
  map_smul' _ _ := rfl

/-- The half-projector (1 + F)/2, with F the spin flip. -/
def halfProjector : Module.End ℂ (Spins ι) := (1 / 2 : ℂ) • (1 + spinFlip)
```

## Sorting configurations by shared α sites

Fix a set $A$ of $n$ sites. For a configuration $B$ write $a=|B\cap A|$ and $b=|B\setminus A|$; a `profile` is a function $f(a,b)$. Let $q_k$ be the sum of $v(B)$ over all $B$ with $a=k$. Lean calls it `overlap`: it is the inner product of $v$ with the indicator function of $a=k$.

```lean
/-- A function of the numbers of alpha sites inside and outside a reference set A. -/
def profile (A : Finset ι) (f : ℤ → ℤ → ℂ) : Spins ι :=
  fun B => f (B ∩ A).card (B \ A).card

/-- The sum of the amplitudes of all configurations sharing k alpha sites with A. -/
def overlap (A : Finset ι) (v : Spins ι) (k : ℤ) : ℂ :=
  ∑ B, profile A (fun a _ => if a = k then 1 else 0) B * v B
```

With $\lambda$ (Lean's `l`) the eigenvalue of $S^2$, the $q_k$ will satisfy
$$\lambda q_k=(k+1)^2q_{k+1}+(n-k+1)^2q_{k-1}+\bigl(2k(n-k)+n\bigr)q_k.$$

```lean
/-- The three-term recurrence in the number k of shared alpha sites, with parameter l. -/
def SwapRecurrence (n : ℕ) (l : ℂ) (q : ℤ → ℂ) : Prop :=
  ∀ k : ℤ, l * q k = ((k : ℂ) + 1) ^ 2 * q (k + 1) + ((n : ℂ) - k + 1) ^ 2 * q (k - 1)
    + (2 * k * ((n : ℂ) - k) + n) * q k
```

To derive this, first move the operators off $v$. Pairing $(B,i)$, $i\in B$, with $(B\setminus\{i\},i)$ gives $\sum_B g(B)(S_+v)(B)=\sum_B(S_-g)(B)v(B)$; `sum_bij'` performs the pairing.

```lean
/-- The raising and lowering operators are transposes of each other. -/
theorem ladder_transpose (g v : Spins ι) :
    ∑ B, g B * Splus v B = ∑ B, Sminus g B * v B := by
  change ∑ B : Finset ι, g B * ∑ i ∈ B, v (B.erase i)
    = ∑ B : Finset ι, (∑ i ∈ Bᶜ, g (insert i B)) * v B
  simp only [mul_sum, sum_mul]
  rw [sum_sigma', sum_sigma']
  refine sum_bij' (fun x _ => ⟨x.1.erase x.2, x.2⟩) (fun x _ => ⟨insert x.2 x.1, x.2⟩)
    ?_ ?_ ?_ ?_ ?_
  · rintro ⟨B, i⟩ _; simp
  · rintro ⟨B, i⟩ _; simp
  · rintro ⟨B, i⟩ h
    exact Sigma.ext (insert_erase (mem_sigma.mp h).2) HEq.rfl
  · rintro ⟨B, i⟩ h
    exact Sigma.ext (erase_insert (mem_compl.mp (mem_sigma.mp h).2)) HEq.rfl
  · rintro ⟨B, i⟩ h
    change g B * v (B.erase i) = g (insert i (B.erase i)) * v (B.erase i)
    rw [insert_erase (mem_sigma.mp h).2]
```

A flip changes either $a$ or $b$ by one. Counting the available sites gives
$$S_+f=a\,f(a-1,b)+b\,f(a,b-1).$$

```lean
omit [Fintype ι] in
/-- Raising a function of the two site counts gives another such function. -/
theorem Splus_profile (A : Finset ι) (f : ℤ → ℤ → ℂ) : Splus (profile A f) =
    profile A (fun a b => a * f (a - 1) b + b * f a (b - 1)) := by
  funext B
  change ∑ i ∈ B, profile A f (B.erase i) = _
  have h1 : ∀ i ∈ B ∩ A, profile A f (B.erase i) = f ((B ∩ A).card - 1) (B \ A).card := by
    intro i hi
    have e1 : B.erase i ∩ A = (B ∩ A).erase i := by
      ext j; by_cases h : j = i <;> simp_all
    have e2 : B.erase i \ A = B \ A := by ext j; by_cases h : j = i <;> simp_all
    have e3 := card_erase_add_one hi
    have e4 : (((B ∩ A).erase i).card : ℤ) = (B ∩ A).card - 1 := by omega
    simp only [profile, e1, e2, e4]
  have h2 : ∀ i ∈ B \ A, profile A f (B.erase i) = f (B ∩ A).card ((B \ A).card - 1) := by
    intro i hi
    have e1 : B.erase i ∩ A = B ∩ A := by ext j; by_cases h : j = i <;> simp_all
    have e2 : B.erase i \ A = (B \ A).erase i := by
      ext j; by_cases h : j = i <;> simp_all
    have e3 := card_erase_add_one hi
    have e4 : (((B \ A).erase i).card : ℤ) = (B \ A).card - 1 := by omega
    simp only [profile, e1, e2, e4]
  rw [← sum_inter_add_sum_sdiff B A, sum_congr rfl h1, sum_congr rfl h2]
  simp only [sum_const, nsmul_eq_mul, profile, Int.cast_natCast]
```

Likewise, with $|A|=|A^c|=n$,
$$S_-f=(n-a)f(a+1,b)+(n-b)f(a,b+1).$$

```lean
/-- Lowering a function of the two site counts gives another such function. -/
theorem Sminus_profile (A : Finset ι) (f : ℤ → ℤ → ℂ) : Sminus (profile A f) =
    profile A (fun a b => ((A.card : ℂ) - a) * f (a + 1) b
      + ((Aᶜ.card : ℂ) - b) * f a (b + 1)) := by
  funext B
  change ∑ i ∈ Bᶜ, profile A f (insert i B) = _
  have h1 : ∀ i ∈ Bᶜ ∩ A, profile A f (insert i B) = f ((B ∩ A).card + 1) (B \ A).card := by
    intro i hi
    have e1 : insert i B ∩ A = insert i (B ∩ A) := by
      ext j; by_cases h : j = i <;> simp_all
    have e2 : insert i B \ A = B \ A := by ext j; by_cases h : j = i <;> simp_all
    have e3 : i ∉ B ∩ A := by simp_all
    simp only [profile, e1, e2, card_insert_of_notMem e3, Nat.cast_add, Nat.cast_one]
  have h2 : ∀ i ∈ Bᶜ \ A, profile A f (insert i B) = f (B ∩ A).card ((B \ A).card + 1) := by
    intro i hi
    have e1 : insert i B ∩ A = B ∩ A := by ext j; by_cases h : j = i <;> simp_all
    have e2 : insert i B \ A = insert i (B \ A) := by
      ext j; by_cases h : j = i <;> simp_all
    have e3 : i ∉ B \ A := by simp_all
    simp only [profile, e1, e2, card_insert_of_notMem e3, Nat.cast_add, Nat.cast_one]
  have c1 : ((Bᶜ ∩ A).card : ℂ) = A.card - (B ∩ A).card := by
    have h := card_sdiff_add_card_inter A B
    rw [show A \ B = Bᶜ ∩ A by ext j; simp [and_comm], inter_comm A B] at h
    rw [← h]; push_cast; ring
  have c2 : ((Bᶜ \ A).card : ℂ) = Aᶜ.card - (B \ A).card := by
    have h := card_sdiff_add_card_inter Aᶜ B
    rw [show Aᶜ \ B = Bᶜ \ A by ext j; simp [and_comm],
      show Aᶜ ∩ B = B \ A by ext j; simp [and_comm]] at h
    rw [← h]; push_cast; ring
  rw [← sum_inter_add_sum_sdiff Bᶜ A, sum_congr rfl h1, sum_congr rfl h2]
  simp only [sum_const, nsmul_eq_mul, profile, Int.cast_natCast, c1, c2]
```

The condition $S_zv=0$ makes the α and β counts equal wherever $v(B)\neq0$, so $|B|=n$ and $b=n-a$.

```lean
/-- For 2n spins, a state with Sz v = 0 has amplitude only where n sites carry alpha. -/
theorem card_of_Sz {n : ℕ} (hN : Fintype.card ι = 2 * n) {v : Spins ι} (h0 : Sz v = 0)
    {B : Finset ι} (hv : v B ≠ 0) : B.card = n := by
  have h : ((B.card : ℂ) - (Bᶜ.card : ℂ)) / 2 * v B = 0 := congrFun h0 B
  have h1 := (mul_eq_zero.mp h).resolve_right hv
  have h2 : (B.card : ℂ) = (Bᶜ.card : ℂ) := by linear_combination 2 * h1
  have h3 : B.card = Bᶜ.card := Nat.cast_injective h2
  have h4 := card_add_card_compl B
  omega
```

It also gives $S^2v=\tfrac12(S_+S_-+S_-S_+)v$. Applied to the indicator $\delta_{a,k}$ at $b=n-a$, either product yields
$$a^2\delta_{a,k+1}+(n-a)^2\delta_{a,k-1}+\bigl(2a(n-a)+n\bigr)\delta_{a,k}.$$
Summing against $v$ gives the recurrence. The `calc` block follows this order and ends by separating the values of $a$.

```lean
/-- For 2n spins with Sz v = 0 and S² v = l v, the overlap sums around a set of n sites
obey the three-term recurrence. -/
theorem overlap_recurrence {n : ℕ} (hN : Fintype.card ι = 2 * n) {v : Spins ι} {l : ℂ}
    (h0 : Sz v = 0) (hS : Ssq v = l • v) {A : Finset ι} (hA : A.card = n) :
    SwapRecurrence n l (overlap A v) := by
  intro k
  have hAc : Aᶜ.card = n := by have := card_add_card_compl A; omega
  have hE : (Sx * Sx + Sy * Sy : Module.End ℂ (Spins ι))
      = (1 / 2 : ℂ) • (Splus * Sminus + Sminus * Splus) := by
    have hI : (-Complex.I / 2) * (-Complex.I / 2) = (-1 / 4 : ℂ) := by
      linear_combination (1 / 4 : ℂ) * Complex.I_sq
    simp only [Sx, Sy, smul_mul_smul_comm, hI, mul_add, add_mul, mul_sub, sub_mul]
    module
  have hl : l • v = (1 / 2 : ℂ) • (Splus (Sminus v) + Sminus (Splus v)) := by
    rw [← hS]
    change (Sx * Sx + Sy * Sy : Module.End ℂ (Spins ι)) v + Sz (Sz v) = _
    rw [hE, h0, map_zero, add_zero]
    rfl
  have ht : ∀ g w : Spins ι, ∑ B, g B * Sminus w B = ∑ B, Splus g B * w B := by
    intro g w
    simpa only [mul_comm] using (ladder_transpose w g).symm
  let g : Spins ι := profile A (fun a _ => if a = k then 1 else 0)
  -- move the spin operators from the state to the indicator of the overlap
  calc l * overlap A v k = ∑ B, g B * (l • v) B := by
        rw [overlap, mul_sum]
        refine sum_congr rfl fun B _ => ?_
        simp only [Pi.smul_apply, smul_eq_mul, g]; ring
    _ = 1 / 2 * (∑ B, g B * Splus (Sminus v) B + ∑ B, g B * Sminus (Splus v) B) := by
        rw [hl, ← sum_add_distrib, mul_sum]
        refine sum_congr rfl fun B _ => ?_
        simp only [Pi.smul_apply, Pi.add_apply, smul_eq_mul]; ring
    _ = 1 / 2 * (∑ B, Splus (Sminus g) B * v B + ∑ B, Sminus (Splus g) B * v B) := by
        rw [ladder_transpose g (Sminus v), ht (Sminus g) v, ht g (Splus v),
          ladder_transpose (Splus g) v]
    _ = _ := by
        simp only [overlap, mul_sum, ← sum_add_distrib]
        refine sum_congr rfl fun B _ => ?_
        by_cases hv : v B = 0
        · simp [hv]
        have hb : ((B \ A).card : ℤ) = n - (B ∩ A).card := by
          have h1 := card_of_Sz hN h0 hv
          have h2 := card_sdiff_add_card_inter B A
          omega
        simp only [g, Splus_profile, Sminus_profile]
        simp only [profile, hA, hAc, hb]
        generalize ((B ∩ A).card : ℤ) = a
        have e1 : a - 1 = k ↔ a = k + 1 := by omega
        have e2 : a + 1 = k ↔ a = k - 1 := by omega
        simp only [sub_add_cancel, add_sub_cancel_right, e1, e2]
        rcases (by omega : a = k ∨ a = k + 1 ∨ a = k - 1 ∨
          (a ≠ k ∧ a ≠ k + 1 ∧ a ≠ k - 1)) with h | h | h | h <;>
        split_ifs <;> first | (exfalso; omega) | (simp only [h]; push_cast; ring) | ring
```

## A solution with a known last coefficient

For $n=S$ take $c_k=\binom Sk^2$. Since $(k+1)^2c_{k+1}=(S-k)^2c_k$, the right side of the recurrence is
$$\bigl[(S-k)^2+k^2+2k(S-k)+S\bigr]c_k=S(S+1)c_k.$$

If $r$ solves the recurrence for $n$, subtracting its equation at $k-1$ from that at $k$ shows that $r'_k=r_k-r_{k-1}$ solves it for $n+1$. As $r$ vanishes outside $0,\dots,n$, we get $r'_0=r_0=1$ and $r'_{n+1}=-r_n$. Induction on $n$ gives $r_n=(-1)^{n-S}$.

```lean
/-- For S at most n, the recurrence with l = S(S+1) has a solution supported on 0,...,n that
starts with 1 and ends with the sign (-1)^(n-S). -/
theorem comparison_solution {S n : ℕ} (hSn : S ≤ n) : ∃ r : ℤ → ℂ,
    r 0 = 1 ∧ r n = (-1) ^ (n - S) ∧ (∀ k < 0, r k = 0) ∧ (∀ k > (n : ℤ), r k = 0) ∧
    SwapRecurrence n ((S : ℂ) * (S + 1)) r := by
  induction n, hSn using Nat.le_induction with
  | base =>
    -- squared binomial coefficients solve the case n = S
    obtain ⟨c, hneg, hpos⟩ : ∃ c : ℤ → ℂ, (∀ k < 0, c k = 0) ∧
        ∀ j : ℕ, c j = (S.choose j : ℂ) ^ 2 :=
      ⟨fun k => if k < 0 then 0 else (S.choose k.toNat : ℂ) ^ 2,
        fun k hk => if_pos hk, fun j => by simp⟩
    have step : ∀ k : ℤ, ((k : ℂ) + 1) ^ 2 * c (k + 1) = ((S : ℂ) - k) ^ 2 * c k := by
      intro k
      rcases (by omega : k < -1 ∨ k = -1 ∨ 0 ≤ k) with hk | hk | hk
      · rw [hneg (k + 1) (by omega), hneg k (by omega)]; ring
      · rw [hneg k (by omega), hk]; push_cast; ring
      · lift k to ℕ using hk
        have h : (S.choose (k + 1) : ℂ) * (k + 1) = S.choose k * ((S : ℂ) - k) := by
          rcases le_or_gt k S with hj | hj
          · have h := congrArg (Nat.cast : ℕ → ℂ) (Nat.choose_succ_right_eq S k)
            push_cast [Nat.cast_sub hj] at h
            exact h
          · simp [Nat.choose_eq_zero_of_lt hj, Nat.choose_eq_zero_of_lt (Nat.lt_succ_of_lt hj)]
        rw [show (k : ℤ) + 1 = ((k + 1 : ℕ) : ℤ) by omega, hpos, hpos, Int.cast_natCast]
        linear_combination
          ((S.choose (k + 1) : ℂ) * (k + 1) + S.choose k * ((S : ℂ) - k)) * h
    refine ⟨c, by simpa using hpos 0, by simp [hpos], hneg, ?_, ?_⟩
    · intro k hk
      lift k to ℕ using (by omega)
      rw [hpos, Nat.choose_eq_zero_of_lt (by omega)]; simp
    · intro k
      have a := step k
      have b := step (k - 1)
      rw [sub_add_cancel] at b
      push_cast at b
      linear_combination -a + b
  | succ n hn ih =>
    -- differences of neighbouring coefficients solve the case n + 1
    obtain ⟨r, hr0, hrn, hneg, hbig, hrec⟩ := ih
    refine ⟨fun k => r k - r (k - 1), ?_, ?_, ?_, ?_, ?_⟩
    · simp [hr0, hneg (-1) (by norm_num)]
    · change r ((n + 1 : ℕ) : ℤ) - r (((n + 1 : ℕ) : ℤ) - 1) = _
      rw [hbig ((n + 1 : ℕ) : ℤ) (by omega), show ((n + 1 : ℕ) : ℤ) - 1 = n by omega, hrn,
        show n + 1 - S = (n - S) + 1 by omega, pow_succ]
      ring
    · intro k hk
      change r k - r (k - 1) = 0
      rw [hneg k hk, hneg (k - 1) (by omega), sub_zero]
    · intro k hk
      change r k - r (k - 1) = 0
      rw [hbig k (by omega), hbig (k - 1) (by omega), sub_zero]
    · intro k
      have a := hrec k
      have b := hrec (k - 1)
      simp only [sub_add_cancel, add_sub_cancel_right] at b ⊢
      push_cast at b ⊢
      linear_combination a - b
```

## From the recurrence to the parity

Among sets of $n$ sites, only $A^c$ shares none with $A$, and only $A$ shares all $n$. Hence $q_{-1}=0$, $q_0=v(A^c)$ and $q_n=v(A)$.

```lean
/-- For 2n spins with Sz v = 0 and a set A of n sites, the overlap sums at -1, 0 and n are
zero, the amplitude at the complement of A, and the amplitude at A. -/
theorem overlap_ends {n : ℕ} (hN : Fintype.card ι = 2 * n) {v : Spins ι} (h0 : Sz v = 0)
    {A : Finset ι} (hA : A.card = n) :
    overlap A v (-1) = 0 ∧ overlap A v 0 = v Aᶜ ∧ overlap A v n = v A := by
  have hAc : Aᶜ.card = n := by have := card_add_card_compl A; omega
  refine ⟨?_, ?_, ?_⟩
  · refine sum_eq_zero fun B _ => ?_
    have h : ((B ∩ A).card : ℤ) ≠ -1 := by omega
    simp only [profile, if_neg h, zero_mul]
  · rw [overlap, sum_eq_single Aᶜ]
    · have hc : Aᶜ ∩ A = ∅ := by ext j; simp
      simp [profile, hc]
    · intro B _ hB
      by_cases hv : v B = 0
      · simp [hv]
      have hBn := card_of_Sz hN h0 hv
      have h : ((B ∩ A).card : ℤ) ≠ 0 := by
        intro h
        refine hB (eq_of_subset_of_card_le (fun i hi => mem_compl.mpr fun hiA => ?_) (by omega))
        have : 0 < (B ∩ A).card := card_pos.mpr ⟨i, mem_inter.mpr ⟨hi, hiA⟩⟩
        omega
      simp only [profile, if_neg h, zero_mul]
    · intro h; exact absurd (mem_univ _) h
  · rw [overlap, sum_eq_single A]
    · simp [profile, hA]
    · intro B _ hB
      by_cases hv : v B = 0
      · simp [hv]
      have hBn := card_of_Sz hN h0 hv
      have h : ((B ∩ A).card : ℤ) ≠ n := by
        intro h
        have h1 : B ∩ A = B := eq_of_subset_of_card_le inter_subset_left (by omega)
        have h2 : B ∩ A = A := eq_of_subset_of_card_le inter_subset_right (by omega)
        exact hB (h1.symm.trans h2)
      simp only [profile, if_neg h, zero_mul]
    · intro h; exact absurd (mem_univ _) h
```

Since $(k+1)^2\ne0$ for $k\ge0$, the recurrence fixes each $q_{k+1}$ from the two before it, so $q_k=q_0r_k$. At $k=n$ this reads $v(A)=(-1)^{n-S}v(A^c)$, which is the claim because the sign squares to one. If $|A|\ne n$, both amplitudes vanish.

In the theorem, `hN` fixes $2n$ sites, `hSn` says $S\le n$, and `h0` and `hS` are the two eigenvalue equations.

```lean
/-- For 2n spins one half with Sz v = 0 and S² v = S(S+1) v, S a natural number at most n,
exchanging alpha and beta on every site multiplies v by (-1)^(n-S). -/
theorem spinFlip_parity {n S : ℕ} (hN : Fintype.card ι = 2 * n) (hSn : S ≤ n) {v : Spins ι}
    (h0 : Sz v = 0) (hS : Ssq v = ((S : ℂ) * (S + 1)) • v) :
    spinFlip v = (-1 : ℂ) ^ (n - S) • v := by
  funext A
  change v Aᶜ = (-1 : ℂ) ^ (n - S) * v A
  by_cases hA : A.card = n
  · obtain ⟨r, hr0, hrn, hneg, -, hrec⟩ := comparison_solution hSn
    obtain ⟨hm, hz, ht⟩ := overlap_ends hN h0 hA
    -- the recurrence determines every overlap sum from the one at zero
    have key : ∀ k : ℕ, overlap A v k = overlap A v 0 * r k ∧
        overlap A v ((k : ℤ) - 1) = overlap A v 0 * r ((k : ℤ) - 1) := by
      intro k
      induction k with
      | zero => simp [hr0, hm, hneg (-1) (by norm_num)]
      | succ k ih =>
        have a := overlap_recurrence hN h0 hS hA (k : ℤ)
        have b := hrec (k : ℤ)
        simp only [Int.cast_natCast] at a b
        have hne : ((k : ℂ) + 1) ^ 2 ≠ 0 := pow_ne_zero 2 (Nat.cast_add_one_ne_zero k)
        rw [show ((k + 1 : ℕ) : ℤ) = (k : ℤ) + 1 by omega, add_sub_cancel_right]
        refine ⟨mul_left_cancel₀ hne ?_, ih.1⟩
        linear_combination -a + overlap A v 0 * b
          + ((S : ℂ) * (S + 1) - (2 * k * ((n : ℂ) - k) + n)) * ih.1
          - ((n : ℂ) - k + 1) ^ 2 * ih.2
    have h := (key n).1
    rw [ht, hz, hrn] at h
    have hsq : (-1 : ℂ) ^ (n - S) * (-1) ^ (n - S) = 1 := by rw [← mul_pow]; simp
    generalize (-1 : ℂ) ^ (n - S) = e at h hsq ⊢
    linear_combination (-e) * h - v Aᶜ * hsq
  · have z : ∀ B : Finset ι, B.card ≠ n → v B = 0 :=
      fun B hB => by_contra fun h => hB (card_of_Sz hN h0 h)
    have hc := card_add_card_compl A
    rw [z A hA, z Aᶜ (by omega), mul_zero]
```

Inserting the sign into $(v+Fv)/2$ gives $v$ or $0$.

```lean
/-- For 2n spins with Sz v = 0 and S² v = S(S+1) v, S a natural number at most n, the
half-projector keeps v if n-S is even and annihilates it if n-S is odd. -/
theorem halfProjector_alternates {n S : ℕ} (hN : Fintype.card ι = 2 * n) (hSn : S ≤ n)
    {v : Spins ι} (h0 : Sz v = 0) (hS : Ssq v = ((S : ℂ) * (S + 1)) • v) :
    (Even (n - S) → halfProjector v = v) ∧ (Odd (n - S) → halfProjector v = 0) := by
  have h : halfProjector v = (1 / 2 : ℂ) • (v + spinFlip v) := rfl
  rw [h, spinFlip_parity hN hSn h0 hS]
  constructor
  · intro he
    rw [he.neg_one_pow]; module
  · intro ho
    rw [ho.neg_one_pow]; module

end

end HalfProjection
```
```lean
#print axioms HalfProjection.spinFlip_parity
#print axioms HalfProjection.halfProjector_alternates
```

```
'HalfProjection.spinFlip_parity' depends on axioms: [propext, Classical.choice, Quot.sound]
'HalfProjection.halfProjector_alternates' depends on axioms: [propext, Classical.choice, Quot.sound]
```

## Four spins in a calculation

For $n=2$ there are six configurations with $S_z=0$, forming three pairs $A,A^c$. A Heisenberg Hamiltonian commutes with $F$, so its $6\times6$ matrix splits into two $3\times3$ blocks in the basis $(|A\rangle\pm|A^c\rangle)/\sqrt2$. The plus block holds the two singlets and the quintet, and the minus block the three triplets. Half-projection thus removes the triplets from a singlet calculation but leaves the quintet.

For Slater determinants, one must also include the spatial orbitals and the signs from reordering them, which the spin model leaves out.
